# A band gap sets a minimum decay rate for Bloch modes with nearest-layer coupling

The orbitals of one layer of a periodic lead are modelled here by a complex Hilbert space of finite or infinite dimension, and "singular" means "without a bounded inverse" here, not "with zero determinant". For matrices the two notions agree.

```lean
import Mathlib

open ContinuousLinearMap

namespace ComplexBandGap

noncomputable section

variable {V : Type*} [NormedAddCommGroup V] [InnerProductSpace ℂ V] [CompleteSpace V]

/-- The Bloch Hamiltonian `H(z) = z H1 + H0 + H1^* / z` of a layered lead, for a nonzero complex
Bloch factor `z`. -/
def blochH (H0 H1 : V →L[ℂ] V) (z : ℂ) : V →L[ℂ] V :=
  z • H1 + H0 + z⁻¹ • star H1

/-- The operator `H(z) - E` at real energy `E`, for a nonzero Bloch factor `z`. -/
def secular (H0 H1 : V →L[ℂ] V) (E : ℝ) (z : ℂ) : V →L[ℂ] V :=
  blochH H0 H1 z - (E : ℂ) • 1

/-- The lower bound `‖(H(w) - E) u‖ ≥ d ‖u‖` for every vector `u` and every Bloch phase `w` on the
unit circle. For self-adjoint `H0` and `d > 0` it says that `E` is at least `d` away from the real
bands. -/
def HasGap (H0 H1 : V →L[ℂ] V) (E d : ℝ) : Prop :=
  ∀ w : ℂ, ‖w‖ = 1 → ∀ u : V, d * ‖u‖ ≤ ‖secular H0 H1 E w u‖

/-- For `r > 0`, the distances of `r` and `1/r` from one add up to `2 sinh |ln r|`. -/
theorem abs_sub_one_add_abs_inv_sub_one {r : ℝ} (hr : 0 < r) :
    |r - 1| + |r⁻¹ - 1| = 2 * Real.sinh |Real.log r| := by
  have hs : Real.sinh (Real.log r) = (r - r⁻¹) / 2 := by
    rw [Real.sinh_eq, Real.exp_neg, Real.exp_log hr]
  rcases le_total 1 r with h | h
  · have hi : r⁻¹ ≤ 1 := inv_le_one_of_one_le₀ h
    rw [abs_of_nonneg (Real.log_nonneg h), hs, abs_of_nonneg (by linarith),
      abs_of_nonpos (by linarith)]
    ring
  · have hi : 1 ≤ r⁻¹ := (one_le_inv₀ hr).2 h
    rw [abs_of_nonpos (Real.log_nonpos hr.le h), Real.sinh_neg, hs,
      abs_of_nonpos (by linarith), abs_of_nonneg (by linarith)]
    ring

/-- Off the unit circle the gap shrinks by at most `2 ‖H1‖ sinh |ln |z||`, for nonzero `z`. -/
theorem gap_off_circle {H0 H1 : V →L[ℂ] V} {E d : ℝ} (hgap : HasGap H0 H1 E d)
    {z : ℂ} (hz : z ≠ 0) (u : V) :
    (d - 2 * ‖H1‖ * Real.sinh |Real.log ‖z‖|) * ‖u‖ ≤ ‖secular H0 H1 E z u‖ := by
  have hr : 0 < ‖z‖ := norm_pos_iff.2 hz
  have hrc : (‖z‖ : ℂ) ≠ 0 := by exact_mod_cast hr.ne'
  -- compare `z` with its phase `w`
  obtain ⟨w, hw, hzw⟩ : ∃ w : ℂ, ‖w‖ = 1 ∧ z = (‖z‖ : ℂ) * w :=
    ⟨z / (‖z‖ : ℂ), by rw [norm_div, Complex.norm_real, norm_norm, div_self hr.ne'],
      by field_simp⟩
  have hinv : z⁻¹ = (‖z‖ : ℂ)⁻¹ * w⁻¹ := by rw [← mul_inv, ← hzw]
  have h1 : ‖z - w‖ = |‖z‖ - 1| := by
    have h : z - w = ((‖z‖ - 1 : ℝ) : ℂ) * w := by
      push_cast
      linear_combination hzw
    rw [h, norm_mul, hw, mul_one, Complex.norm_real, Real.norm_eq_abs]
  have h2 : ‖z⁻¹ - w⁻¹‖ = |‖z‖⁻¹ - 1| := by
    have h : z⁻¹ - w⁻¹ = ((‖z‖⁻¹ - 1 : ℝ) : ℂ) * w⁻¹ := by
      push_cast
      linear_combination hinv
    rw [h, norm_mul, norm_inv, hw, inv_one, mul_one, Complex.norm_real, Real.norm_eq_abs]
  have hdiff : secular H0 H1 E w u =
      secular H0 H1 E z u - ((z - w) • H1 u + (z⁻¹ - w⁻¹) • (star H1) u) := by
    change w • H1 u + H0 u + w⁻¹ • (star H1) u - (E : ℂ) • u =
      (z • H1 u + H0 u + z⁻¹ • (star H1) u - (E : ℂ) • u) - _
    module
  have b1 : ‖(z - w) • H1 u‖ ≤ |‖z‖ - 1| * (‖H1‖ * ‖u‖) := by
    rw [norm_smul, h1]
    exact mul_le_mul_of_nonneg_left (H1.le_opNorm u) (abs_nonneg _)
  have b2 : ‖(z⁻¹ - w⁻¹) • (star H1) u‖ ≤ |‖z‖⁻¹ - 1| * (‖H1‖ * ‖u‖) := by
    rw [norm_smul, h2, ← norm_star H1]
    exact mul_le_mul_of_nonneg_left ((star H1).le_opNorm u) (abs_nonneg _)
  have h3 := hgap w hw u
  rw [hdiff] at h3
  have h4 := norm_sub_le (secular H0 H1 E z u)
    ((z - w) • H1 u + (z⁻¹ - w⁻¹) • (star H1) u)
  have h5 := norm_add_le ((z - w) • H1 u) ((z⁻¹ - w⁻¹) • (star H1) u)
  have h6 : |‖z‖ - 1| * (‖H1‖ * ‖u‖) + |‖z‖⁻¹ - 1| * (‖H1‖ * ‖u‖) =
      2 * Real.sinh |Real.log ‖z‖| * (‖H1‖ * ‖u‖) := by
    rw [← add_mul, abs_sub_one_add_abs_inv_sub_one hr]
  linarith

/-- For self-adjoint `H0` and real `E`, the adjoint of `H(z) - E` is `H(1 / conj z) - E`. -/
theorem star_secular {H0 : V →L[ℂ] V} (hH : IsSelfAdjoint H0) (H1 : V →L[ℂ] V) (E : ℝ) (z : ℂ) :
    star (secular H0 H1 E z) = secular H0 H1 E (star z)⁻¹ := by
  have hE : star (E : ℂ) = E := Complex.conj_ofReal E
  simp only [secular, blochH, star_sub, star_add, star_smul, star_star, star_one, hH.star_eq,
    inv_inv, star_inv₀, hE]
  abel

/-- A bounded operator is invertible if it and its adjoint are both bounded below by the same
`c > 0`. -/
theorem isUnit_of_bounded_below {T : V →L[ℂ] V} {c : ℝ} (hc : 0 < c)
    (h : ∀ u, c * ‖u‖ ≤ ‖T u‖) (h' : ∀ u, c * ‖u‖ ≤ ‖(star T) u‖) : IsUnit T := by
  have hanti : AntilipschitzWith ⟨c⁻¹, (inv_pos.2 hc).le⟩ T := by
    refine AddMonoidHomClass.antilipschitz_of_bound T fun u => ?_
    change ‖u‖ ≤ c⁻¹ * ‖T u‖
    rw [inv_mul_eq_div, le_div_iff₀ hc]
    linarith [h u]
  -- the range is closed, and its orthogonal complement is the kernel of the adjoint
  have hcl : IsClosed (LinearMap.range T.toLinearMap : Set V) := by
    have h0 : IsClosed (Set.range T) := hanti.isClosed_range T.uniformContinuous
    exact h0
  have horth : (LinearMap.range T.toLinearMap)ᗮ = ⊥ := by
    rw [Submodule.eq_bot_iff]
    intro y hy
    rw [Submodule.mem_orthogonal] at hy
    have h0 : inner ℂ ((star T) y) ((star T) y) = 0 :=
      (adjoint_inner_right T ((star T) y) y).trans (hy _ ⟨_, rfl⟩)
    have h1 := h' y
    rw [inner_self_eq_zero.1 h0, norm_zero] at h1
    exact norm_le_zero_iff.1 (by nlinarith [norm_nonneg y])
  have htop : LinearMap.range T.toLinearMap = ⊤ := by
    rw [← hcl.submodule_topologicalClosure_eq]
    exact Submodule.topologicalClosure_eq_top_iff.2 horth
  exact isUnit_iff_bijective.2 ⟨hanti.injective, LinearMap.range_eq_top.1 htop⟩

/-- Let `H0` be self-adjoint and let `E` lie in a gap `d > 0`. If `H(z) - E` is singular at a
nonzero `z`, then `H1` is nonzero and `sinh |ln |z|| ≥ d / (2 ‖H1‖)`. -/
theorem minimum_decay_rate {H0 H1 : V →L[ℂ] V} {E d : ℝ} (hH : IsSelfAdjoint H0) (hd : 0 < d)
    (hgap : HasGap H0 H1 E d) {z : ℂ} (hz : z ≠ 0) (hsing : ¬ IsUnit (secular H0 H1 E z)) :
    0 < ‖H1‖ ∧ d / (2 * ‖H1‖) ≤ Real.sinh |Real.log ‖z‖| := by
  have key : d ≤ 2 * ‖H1‖ * Real.sinh |Real.log ‖z‖| := by
    by_contra hlt
    refine hsing (isUnit_of_bounded_below (sub_pos.2 (not_le.1 hlt))
      (gap_off_circle hgap hz) fun u => ?_)
    -- the mirror point `1 / conj z` has the same `|ln |z||`
    have h := gap_off_circle hgap (inv_ne_zero (star_ne_zero.2 hz)) u
    rw [norm_inv, norm_star, Real.log_inv, abs_neg] at h
    rw [star_secular hH]
    exact h
  have hpos : 0 < ‖H1‖ := by
    refine (norm_nonneg H1).lt_of_ne fun h0 => ?_
    rw [← h0] at key
    linarith
  refine ⟨hpos, ?_⟩
  rw [div_le_iff₀ (by positivity)]
  linarith

/-- In a gap `d > 0`, a Bloch solution `z^j u` with `0 < |z| < 1` falls off over `j` layers at
least as fast as `exp (-j arsinh (d / (2 ‖H1‖)))`. -/
theorem evanescent_decay {H0 H1 : V →L[ℂ] V} {E d : ℝ} (hd : 0 < d) (hgap : HasGap H0 H1 E d)
    {z : ℂ} (hz : z ≠ 0) (hz1 : ‖z‖ < 1) {u : V} (hu : secular H0 H1 E z u = 0) (j : ℕ) :
    ‖z ^ j • u‖ ≤ Real.exp (j * -Real.arsinh (d / (2 * ‖H1‖))) * ‖u‖ := by
  rcases eq_or_ne u 0 with rfl | hu0
  · simp
  have hr : 0 < ‖z‖ := norm_pos_iff.2 hz
  have h := gap_off_circle hgap hz u
  rw [hu, norm_zero] at h
  have key : d ≤ 2 * ‖H1‖ * Real.sinh |Real.log ‖z‖| := by
    by_contra hlt
    exact absurd h (not_le.2 (mul_pos (sub_pos.2 (not_le.1 hlt)) (norm_pos_iff.2 hu0)))
  have hpos : 0 < ‖H1‖ := by
    refine (norm_nonneg H1).lt_of_ne fun h0 => ?_
    rw [← h0] at key
    linarith
  have hq : d / (2 * ‖H1‖) ≤ Real.sinh |Real.log ‖z‖| := by
    rw [div_le_iff₀ (by positivity)]
    linarith
  have hk := Real.arsinh_le_arsinh.2 hq
  rw [Real.arsinh_sinh, abs_of_nonpos (Real.log_nonpos hr.le hz1.le)] at hk
  have hz2 : ‖z‖ ≤ Real.exp (-Real.arsinh (d / (2 * ‖H1‖))) := by
    rw [← Real.log_le_iff_le_exp hr]
    linarith
  rw [norm_smul, norm_pow, Real.exp_nat_mul]
  gcongr

/-- The one-orbital chain with `H0 = 0`, `H1 = 1` at energy `x + 1/x`, `x > 1`, has the gap
`d = x + 1/x - 2`, is singular at `z = x`, and there `sinh |ln |z||` is `(x + 1) / (x - 1)` times
`d / (2 ‖H1‖)`. -/
theorem one_orbital_chain {x : ℝ} (hx : 1 < x) :
    HasGap (0 : ℂ →L[ℂ] ℂ) 1 (x + x⁻¹) (x + x⁻¹ - 2) ∧
    ¬ IsUnit (secular (0 : ℂ →L[ℂ] ℂ) 1 (x + x⁻¹) (x : ℂ)) ∧
    Real.sinh |Real.log ‖(x : ℂ)‖| =
      (x + 1) / (x - 1) * ((x + x⁻¹ - 2) / (2 * ‖(1 : ℂ →L[ℂ] ℂ)‖)) := by
  have hx0 : 0 < x := by linarith
  have key : ∀ (E : ℝ) (z u : ℂ),
      secular (0 : ℂ →L[ℂ] ℂ) 1 E z u = (z + z⁻¹ - E) * u := by
    intro E z u
    rw [secular, blochH, star_one]
    change z * u + 0 + z⁻¹ * u - (E : ℂ) * u = _
    ring
  refine ⟨fun w hw u => ?_, fun hunit => ?_, ?_⟩
  · rw [key, norm_mul]
    refine mul_le_mul_of_nonneg_right ?_ (norm_nonneg u)
    have h1 := norm_sub_le (w + w⁻¹) (w + w⁻¹ - ((x + x⁻¹ : ℝ) : ℂ))
    have h2 := norm_add_le w w⁻¹
    rw [sub_sub_cancel, Complex.norm_real, Real.norm_eq_abs,
      abs_of_pos (by positivity)] at h1
    rw [norm_inv, hw, inv_one] at h2
    linarith
  · have h01 : (1 : ℂ) = 0 := (isUnit_iff_bijective.1 hunit).1 (by
      rw [key, key]
      push_cast
      ring)
    exact one_ne_zero h01
  · have hn : ‖(1 : ℂ →L[ℂ] ℂ)‖ = 1 := norm_one
    have hxi : x⁻¹ * x = 1 := inv_mul_cancel₀ hx0.ne'
    have hx1 : x - 1 ≠ 0 := (sub_pos.2 hx).ne'
    rw [Complex.norm_real, Real.norm_eq_abs, abs_of_pos hx0,
      abs_of_nonneg (Real.log_nonneg hx.le), Real.sinh_eq, Real.exp_neg, Real.exp_log hx0, hn,
      div_mul_eq_mul_div, eq_div_iff hx1]
    linear_combination (-1) * hxi

end

end ComplexBandGap
```

## A forbidden annulus around the unit circle

Write $V$ for the Hilbert space of one layer, $H_0$ for the Hamiltonian within a layer and $H_1$ for the coupling between neighbouring layers. For a nonzero complex number $z$, the Bloch factor, `blochH` is

$$H(z)=zH_1+H_0+z^{-1}H_1^*,$$

and `secular` is $H(z)-E$ at a real energy $E$. The type `V →L[ℂ] V` consists of the bounded linear operators on $V$, `star` is the adjoint, and `‖H1‖` is the operator norm, which for a matrix is the largest singular value.

The theorem `minimum_decay_rate` assumes that $H_0$ is self-adjoint, that $d>0$, and that `HasGap` holds:

$$\|(H(w)-E)u\|\ge d\,\|u\|\qquad\text{for all } u\in V \text{ and all } |w|=1.$$

If $z\neq0$ and $H(z)-E$ is singular, written `¬ IsUnit (secular H0 H1 E z)`, then $H_1\neq0$ and

$$\sinh\bigl|\ln|z|\bigr|\ \ge\ \frac{d}{2\|H_1\|}.$$

That $H_1$ is nonzero is a conclusion, so it need not be assumed for the quotient to make sense. Since $\sinh$ is increasing, the inequality keeps every singular $z$ out of the open annulus $e^{-\kappa}<|z|<e^{\kappa}$ with $\kappa=\operatorname{arsinh}\bigl(d/(2\|H_1\|)\bigr)$.

The theorem `evanescent_decay` states the consequence for a decaying wave. If $0<|z|<1$ and $(H(z)-E)u=0$, then for every natural number $j$

$$\|z^ju\|\le e^{-j\kappa}\|u\|.$$

For $d=\tfrac32\|H_1\|$, for example, $\kappa=\ln 2$, and the amplitude at least halves from each layer to the next.

## Layers, bands and evanescent waves

Let $\psi_j\in V$ be the amplitude on layer $j$. With coupling between adjacent layers only, the stationary Schrödinger equation reads

$$H_1\psi_{j+1}+H_0\psi_j+H_1^*\psi_{j-1}=E\psi_j .$$

Inserting $\psi_j=z^ju$ and dividing by $z^j$ gives $(H(z)-E)u=0$. This fixes the convention: $|z|<1$ means decay towards increasing $j$, and $|z|>1$ means decay towards decreasing $j$. The file starts from $H(z)$ and does not contain the layer equation itself.

On the unit circle $w=e^{ik}$, and $H(w)$ is the Hermitian Bloch Hamiltonian at wave number $k$. For a Hermitian operator the lower bound in `HasGap` says that $E$ lies at least $d$ away from its spectrum. The number $d$ is therefore a lower bound on the distance in energy from $E$ to the nearest band edge, and not the full width of the gap. The best estimate comes from taking $d$ equal to that distance. The gap is a hypothesis, to be established separately for a given lead.

For a non-interacting lead with an orthonormal orbital basis and nearest-layer coupling, the result gives a check on mode-matching calculations: no Bloch factor computed at an energy in the gap should fall inside the annulus. In a non-orthogonal basis the energy also multiplies overlap matrices, $S_0$ within a layer and $S_1$ between neighbouring layers. The theorems then apply with $H_0-ES_0$ and $H_1-ES_1$ in place of $H_0$ and $H_1$, and with zero in place of the energy. The number $d$ is in that case a lower bound on the singular values of $H(w)-E(wS_1+S_0+w^{-1}S_1^*)$ for $|w|=1$, and no longer a distance in energy from the bands. Unbounded Hamiltonians are excluded by the operator type.

## Moving off the unit circle

Put $r=|z|$ and $s=\sinh|\ln r|$. The first ingredient, `abs_sub_one_add_abs_inv_sub_one`, is the identity

$$|r-1|+|r^{-1}-1|=2s .$$

If $r\ge1$, the left side is $(r-1)+(1-r^{-1})=r-r^{-1}=2\sinh(\ln r)$. If $r\le1$, it is $r^{-1}-r=2\sinh(-\ln r)$. The Lean proof makes the same case split.

Next, `gap_off_circle` compares $z$ with its phase $w=z/r$. Since $z=rw$,

$$z-w=(r-1)w,\qquad z^{-1}-w^{-1}=(r^{-1}-1)w^{-1},$$

so the moduli of these differences are $|r-1|$ and $|r^{-1}-1|$, which are `h1` and `h2` in the code. The terms $H_0$ and $E$ cancel in the difference of the two operators (`hdiff`):

$$(H(w)-E)u=(H(z)-E)u-\bigl[(z-w)H_1u+(z^{-1}-w^{-1})H_1^*u\bigr].$$

Take norms, and use the gap on the left and $\|H_1^*\|=\|H_1\|$ on the right:

$$d\|u\|\le\|(H(z)-E)u\|+\bigl(|r-1|+|r^{-1}-1|\bigr)\|H_1\|\|u\| .$$

By the identity above,

$$\|(H(z)-E)u\|\ge c\,\|u\|,\qquad c=d-2\|H_1\|s .$$

The bounds `b1` and `b2` estimate the two correction terms, `h4` and `h5` are the triangle inequalities, and `linarith` combines them.

## From a lower bound to an inverse

Suppose $c>0$. Then $H(z)-E$ is injective, which for a finite-dimensional $V$ already makes it invertible. In infinite dimension more is needed: the unilateral shift on $\ell^2$ preserves norms, yet its range misses the first basis vector. The adjoint supplies what is missing. Because $H_0$ is self-adjoint and $E$ is real,

$$(H(z)-E)^*=\bar zH_1^*+H_0+\bar z^{-1}H_1-E=H(1/\bar z)-E ,$$

which is `star_secular`. The mirror point $1/\bar z$ has modulus $1/r$, hence the same $|\ln r|$ and the same $c$. The adjoint therefore obeys the same lower bound.

The lemma `isUnit_of_bounded_below` turns the two bounds into invertibility. Let $T$ be a bounded operator with $\|Tu\|\ge c\|u\|$ and $\|T^*u\|\ge c\|u\|$ for all $u$.

- **Closed range.** If $Tu_n$ converges, then $\|u_n-u_m\|\le c^{-1}\|Tu_n-Tu_m\|$ shows that $u_n$ is a Cauchy sequence. Its limit $u$ satisfies $Tu=\lim Tu_n$. Lean expresses the inequality as `AntilipschitzWith`, which also gives injectivity.
- **Dense range.** If $y$ is orthogonal to the range, then $\langle T^*y,T^*y\rangle=\langle TT^*y,y\rangle=0$. So $T^*y=0$, and the lower bound for $T^*$ gives $y=0$. This is `horth`.

A closed and dense range is all of $V$, so $T$ is bijective. Its inverse is bounded, since $\|T^{-1}v\|\le c^{-1}\|v\|$.

In `minimum_decay_rate`, `by_contra` assumes $c>0$ and reaches a contradiction with singularity. Hence $c\le0$, that is,

$$d\le2\|H_1\|s .$$

If $H_1$ were zero, this would read $d\le0$, against $d>0$. So $\|H_1\|>0$, and division by $2\|H_1\|$ gives the claim.

## The decay of an explicit mode

For `evanescent_decay` a solution $u$ is given, so neither the adjoint of $H(z)-E$ nor the self-adjointness of $H_0$ is used. Take $u\ne0$ first. The bound from `gap_off_circle` becomes $0\ge c\|u\|$, hence $c\le0$, and $H_1\ne0$ follows as before. With $|z|<1$ we have $|\ln|z||=-\ln|z|$. Applying the increasing function $\operatorname{arsinh}$ gives

$$\kappa\le-\ln|z|,\qquad\text{so}\qquad |z|\le e^{-\kappa}.$$

Raising this to the power $j$ and multiplying by $\|u\|$ finishes the argument. For $u=0$ both sides of the estimate vanish.

## The one-orbital chain and the factor one half

The theorem `one_orbital_chain` takes $V=\mathbb C$, $H_0=0$, $H_1=1$ and $E=x+x^{-1}$ with $x>1$. This energy lies above the chain's only band, $[-2,2]$, and not between two bands; `HasGap` covers both cases. The operator $H(z)-E$ is multiplication by $z+z^{-1}-E$, which is `key` in that proof. On the unit circle $|w+w^{-1}|\le2$, so

$$|w+w^{-1}-E|\ge E-2=x+x^{-1}-2=\frac{(x-1)^2}{x}=d>0 .$$

At $z=x$ the multiplier is zero. The operator then sends both $1$ and $0$ to $0$, so it is not invertible. Moreover,

$$\sinh(\ln x)=\frac{x-x^{-1}}2=\frac{(x-1)(x+1)}{2x}=\frac{x+1}{x-1}\cdot\frac d2 .$$

The prefactor $(x+1)/(x-1)$ measures how far the chain lies above the general bound. It tends to $1$ as $x\to\infty$, so no constant larger than $\tfrac12$ could replace the one in $d/(2\|H_1\|)$ for all leads; this limit is a short step beyond the formula that the file proves. As $x\to1$ the energy approaches the band edge and the prefactor grows without bound, so there the estimate $\kappa$ becomes a vanishing fraction of the chain's actual decay rate $\ln x$, while both tend to zero.

```lean
#print axioms ComplexBandGap.minimum_decay_rate
#print axioms ComplexBandGap.evanescent_decay
#print axioms ComplexBandGap.one_orbital_chain
```

```
'ComplexBandGap.minimum_decay_rate' depends on axioms: [propext, Classical.choice, Quot.sound]
'ComplexBandGap.evanescent_decay' depends on axioms: [propext, Classical.choice, Quot.sound]
'ComplexBandGap.one_orbital_chain' depends on axioms: [propext, Classical.choice, Quot.sound]
```
